# A nuclear Zeeman ratio between −1/2 and 0 moves the magic field of the rubidium-87 transition F = 1, m = −1 → F = 2, m = 1 from zero to a unique positive value in the Breit-Rabi model

## A signed field and a minimum

The magnetic field is represented by a real number \(x\) that may have either sign. It is the field component along a fixed quantisation axis, and the magnetic quantum numbers refer to that same axis. A negative \(x\) is a field antiparallel to the axis. With this convention it makes sense to ask whether a special field value is positive, zero or negative.

A magic field is taken to be a global minimizer of a transition energy as a function of \(x\). Since the energy is a smooth function of \(x\), its first derivative vanishes there, and a small fluctuation of \(x\) shifts the transition only at second order. This bears on the choice of bias field for a hyperfine superposition, within a model of a single atom at rest in a static, uniform field.

## The ground state of rubidium-87

The atom has nuclear spin \(I=3/2\) and electronic angular momentum \(J=1/2\), which is pure spin \(S=1/2\). In units of the zero-field hyperfine splitting the Hamiltonian is

\[
H=\tfrac12\,\mathbf I\cdot\mathbf S+x\,S_z+\gamma x\,(S_z+I_z).
\]

If the Zeeman energy is \(\mu_B B(g_J S_z+g_I I_z)\), with \(\mu_B\) the Bohr magneton, \(B\) the field component and \(g_J,g_I\) the two g-factors, then \(x\) is \((g_J-g_I)\mu_B B\) divided by the splitting, and the nuclear Zeeman ratio is \(\gamma=g_I/(g_J-g_I)\). For rubidium-87 in this sign convention \(\gamma\) is negative and much smaller than one in magnitude, because nuclear moments are small on the scale of the Bohr magneton.

The total projection \(m\) is conserved. For \(m=-1,0,1\) two product states share it: \(m_S=\tfrac12,\ m_I=m-\tfrac12\) and \(m_S=-\tfrac12,\ m_I=m+\tfrac12\). In this basis

\[
H_m=\begin{pmatrix}\frac{2m-1}{8}+\frac x2+\gamma mx & \frac{\sqrt{4-m^2}}4\\[2pt] \frac{\sqrt{4-m^2}}4 & -\frac{2m+1}{8}-\frac x2+\gamma mx\end{pmatrix}.
\]

Write \(R_m(x)=\sqrt{1+mx+x^2}\) and \(E'=E+\tfrac18-\gamma mx\). The secular determinant is

\[
E'^2-\Big(\frac m4+\frac x2\Big)^2-\frac{4-m^2}{16}=E'^2-\frac{R_m(x)^2}{4},
\]

so the levels are \(E=-\tfrac18+\gamma mx\pm\tfrac12R_m(x)\). The upper sign belongs to \(F=2\) and the lower to \(F=1\), where \(F\) names the zero-field level to which each one continues.

The transition from \(F=1,\ m=-1\) to \(F=2,\ m=1\) therefore costs

\[
2\gamma x+\tfrac12\big(R_1(x)+R_{-1}(x)\big)=\tfrac12 f_e(x),
\]

where

\[
f_e(x)=R_1(x)+R_{-1}(x)-ex,\qquad e=-4\gamma .
\]

## What is stated

The function \(f_e\) is `gap e`, the root \(R_m\) is `brRoot m`, and the transition energy is `transition γ`. The main theorem, `magic_point`, says that for real \(e\) with \(0<e<2\) the function \(f_e\) is strictly convex on the whole real line (`StrictConvexOn ℝ univ`), and that there is a number \(x_0>0\) with \(f_e(x_0)<f_e(x)\) for every \(x\neq x_0\). The strict inequality makes \(x_0\) the only minimizer.

Three further theorems complete the picture:

- `magic_point_zero` places the strict minimum at \(x=0\) when \(e=0\).
- `magic_point_exists_iff` says that, for \(e>0\), a global minimizer exists exactly when \(e<2\).
- `transition_magic_field` carries the strict positive minimum over to the transition energy for \(-\tfrac12<\gamma<0\).

The link to the atom is `breit_rabi`: the number \(E\) makes the determinant of \(H_m-E\) vanish if and only if it is one of the two levels above. This is the Breit-Rabi formula for \(I=3/2\) in the two-dimensional blocks; other nuclear spins and the stretched states \(m=\pm2\) are not treated. Lean admits any real \(m\) with \(m^2<4\), of which \(-1,0,1\) are physical. The matrix is entered as a definition; its elements follow by hand from \(\mathbf I\cdot\mathbf S=I_zS_z+\tfrac12(I_+S_-+I_-S_+)\), with \(I_\pm\) and \(S_\pm\) the raising and lowering operators. Terms quadratic in the field, such as the diamagnetic shift, are absent from the model.

## Strict convexity by hand

Let \(m^2<4\). Completing squares gives

\[
R_m(x)^2-\Big(x+\frac m2\Big)^2=1-\frac{m^2}4,
\qquad
R_m(x)^2-\Big(1+\frac{mx}2\Big)^2=\Big(1-\frac{m^2}4\Big)x^2 .
\]

Hence \(R_m(x)>x+m/2\) always (the asymptotic bound), and \(R_m(x)>1+mx/2\) for \(x\ne0\) (the tangent bound).

For two fields \(x\neq y\) put \(B_m=1+\tfrac m2(x+y)+xy\). Expansion gives

\[
R_m(x)^2R_m(y)^2-B_m^2=\Big(1-\frac{m^2}4\Big)(x-y)^2>0,
\]

so \(B_m<R_m(x)R_m(y)\). This is a strict Cauchy-Schwarz inequality. For weights \(a,b>0\) with \(a+b=1\),

\[
\big(aR_m(x)+bR_m(y)\big)^2-R_m(ax+by)^2=2ab\,\big(R_m(x)R_m(y)-B_m\big)>0 .
\]

Both quantities being squared are non-negative, so \(R_m(ax+by)<aR_m(x)+bR_m(y)\). Adding the cases \(m=1\) and \(m=-1\) and subtracting a linear term leaves a strictly convex function, so \(f_e\) is strictly convex for every real \(e\).

## The minimum and its sign

At zero field \(f_e(0)=2\). Adding the tangent bounds for \(m=\pm1\) gives \(f_0(x)>2\) for \(x\neq0\), which settles the case \(e=0\).

Now let \(0<e<2\). For \(x<0\) the term \(-ex\) is positive, so \(f_e(x)>f_0(x)>2\). For \(x>2/(2-e)\) the asymptotic bounds give

\[
f_e(x)>\Big(x+\frac12\Big)+\Big(x-\frac12\Big)-ex=(2-e)x>2 .
\]

The continuous function \(f_e\) has a minimizer \(x_0\) on the compact interval \([0,2/(2-e)]\). Its value there is at most \(f_e(0)=2\), so \(x_0\) is a minimizer on the whole line.

To exclude \(x_0=0\), use \(R\le(1+R^2)/2\), which is \((R-1)^2\ge0\) rearranged. It gives \(f_e(x)\le 2+x^2-ex\), and at \(x=e/2\) the right side is \(2-e^2/4<2\). Hence \(x_0>0\).

If some \(x\ne x_0\) had \(f_e(x)\le f_e(x_0)\), strict convexity would put the value at the midpoint of \(x\) and \(x_0\) below \(f_e(x_0)\), which is impossible.

## Losing the minimum at e = 2

Take \(e=2\), that is \(\gamma=-\tfrac12\). This would require \(g_I=-g_J\), which is far from the rubidium-87 value, so the case only marks the mathematical limit of the theorem. The function is still strictly convex, but it has no minimizer. The first values are \(f_2(0)=2\), \(f_2(1)=\sqrt3-1\approx0.73\) and \(f_2(2)=\sqrt7+\sqrt3-4\approx0.38\), and the descent never stops. Indeed

\[
R_m(x+1)^2=R_m(x)^2+2x+m+1<\big(R_m(x)+1\big)^2
\]

by the asymptotic bound, so \(f_e(x+1)<f_e(x)+2-e\). For \(e\ge2\) a unit step in the field always lowers the value. The slope \(e\) of the linear nuclear term then matches or exceeds 2, the slope that the sum of the two roots approaches at large positive field.

The other bound protects the sign: at \(e=0\) the minimizer exists but sits at zero.

## The Lean file

```lean
import Mathlib

open Set

namespace RubidiumMagicField

noncomputable section

/-- The Breit-Rabi square root for nuclear spin 3/2, at magnetic quantum number `m` and
dimensionless field `x`. -/
def brRoot (m x : ℝ) : ℝ := √(1 + m * x + x ^ 2)

/-- The ground-state Hamiltonian `I·S/2 + x S_z + γ x (S_z + I_z)` for `I = 3/2`, `S = 1/2`, in
units of the zero-field splitting, on the two product states with total projection `m`. -/
def hamiltonian (γ m x : ℝ) : Matrix (Fin 2) (Fin 2) ℝ :=
  !![(2 * m - 1) / 8 + x / 2 + γ * m * x, √(4 - m ^ 2) / 4;
     √(4 - m ^ 2) / 4, -(2 * m + 1) / 8 - x / 2 + γ * m * x]

/-- The Breit-Rabi energy of the upper hyperfine level, `F = 2`. -/
def upper (γ m x : ℝ) : ℝ := -1 / 8 + γ * m * x + brRoot m x / 2

/-- The Breit-Rabi energy of the lower hyperfine level, `F = 1`. -/
def lower (γ m x : ℝ) : ℝ := -1 / 8 + γ * m * x - brRoot m x / 2

/-- The energy of the transition from `F = 1, m = -1` to `F = 2, m = 1`. -/
def transition (γ x : ℝ) : ℝ := upper γ 1 x - lower γ (-1) x

/-- The sum of the two Breit-Rabi roots for `m = 1` and `m = -1`, less a linear nuclear Zeeman
term of strength `e`. -/
def gap (e x : ℝ) : ℝ := brRoot 1 x + brRoot (-1) x - e * x

/-- For `|m| < 2` the Breit-Rabi root squares to its radicand. -/
theorem brRoot_sq {m : ℝ} (hm : m ^ 2 < 4) (x : ℝ) :
    brRoot m x ^ 2 = 1 + m * x + x ^ 2 := by
  unfold brRoot
  exact Real.sq_sqrt (by nlinarith [sq_nonneg (x + m / 2)])

/-- For `|m| < 2` the Breit-Rabi root lies above `x + m / 2`, its asymptote at large positive field,
and, away from zero field, above its zero-field tangent. -/
theorem brRoot_bounds {m : ℝ} (hm : m ^ 2 < 4) (x : ℝ) :
    x + m / 2 < brRoot m x ∧ (x ≠ 0 → 1 + m * x / 2 < brRoot m x) := by
  unfold brRoot
  refine ⟨Real.lt_sqrt_of_sq_lt (by nlinarith), fun hx => Real.lt_sqrt_of_sq_lt ?_⟩
  have hx2 : 0 < x ^ 2 := by positivity
  nlinarith [mul_pos (sub_pos.2 hm) hx2]

/-- The eigenvalues of the Hamiltonian at fixed `m`, with `|m| < 2`, are the two Breit-Rabi
energies. -/
theorem breit_rabi (γ x E : ℝ) {m : ℝ} (hm : m ^ 2 < 4) :
    (hamiltonian γ m x - E • (1 : Matrix (Fin 2) (Fin 2) ℝ)).det = 0 ↔
      E = upper γ m x ∨ E = lower γ m x := by
  have hmat : hamiltonian γ m x - E • (1 : Matrix (Fin 2) (Fin 2) ℝ) =
      !![(2 * m - 1) / 8 + x / 2 + γ * m * x - E, √(4 - m ^ 2) / 4;
         √(4 - m ^ 2) / 4, -(2 * m + 1) / 8 - x / 2 + γ * m * x - E] := by
    ext i j
    fin_cases i <;> fin_cases j <;> simp [hamiltonian]
  have hs : √(4 - m ^ 2) ^ 2 = 4 - m ^ 2 := Real.sq_sqrt (by linarith)
  have hR := brRoot_sq hm x
  -- the secular determinant factorises
  have hdet : (hamiltonian γ m x - E • (1 : Matrix (Fin 2) (Fin 2) ℝ)).det =
      (E - upper γ m x) * (E - lower γ m x) := by
    rw [hmat, Matrix.det_fin_two_of]
    unfold upper lower
    linear_combination (-1 / 16) * hs + (1 / 4) * hR
  rw [hdet, mul_eq_zero, sub_eq_zero, sub_eq_zero]

/-- The transition energy is half the gap function with `e = -4γ`. -/
theorem transition_eq (γ x : ℝ) : transition γ x = gap (-4 * γ) x / 2 := by
  unfold transition upper lower gap
  ring

/-- For `|m| < 2` the Breit-Rabi root is a strictly convex function of the field. -/
theorem strictConvexOn_brRoot {m : ℝ} (hm : m ^ 2 < 4) :
    StrictConvexOn ℝ univ (brRoot m) := by
  refine ⟨convex_univ, fun x _ y _ hxy a b ha hb hab => ?_⟩
  simp only [smul_eq_mul]
  obtain rfl : b = 1 - a := by linarith
  have hx := brRoot_sq hm x
  have hy := brRoot_sq hm y
  have px : 0 ≤ brRoot m x := Real.sqrt_nonneg _
  have py : 0 ≤ brRoot m y := Real.sqrt_nonneg _
  -- a strict Cauchy-Schwarz inequality for the two radicands
  have key : 1 + m * (x + y) / 2 + x * y < brRoot m x * brRoot m y := by
    refine (le_abs_self _).trans_lt (abs_lt_of_sq_lt_sq ?_ (mul_nonneg px py))
    rw [mul_pow, hx, hy]
    have hd : 0 < (x - y) ^ 2 := by
      have := sub_ne_zero.2 hxy
      positivity
    nlinarith [mul_pos (sub_pos.2 hm) hd]
  refine (le_abs_self _).trans_lt (abs_lt_of_sq_lt_sq ?_
    (add_nonneg (mul_nonneg ha.le px) (mul_nonneg hb.le py)))
  rw [brRoot_sq hm]
  have hid : (a * brRoot m x + (1 - a) * brRoot m y) ^ 2
      - (1 + m * (a * x + (1 - a) * y) + (a * x + (1 - a) * y) ^ 2)
      = 2 * (a * (1 - a) * (brRoot m x * brRoot m y - (1 + m * (x + y) / 2 + x * y))) := by
    linear_combination a ^ 2 * hx + (1 - a) ^ 2 * hy
  have hpos := mul_pos (mul_pos ha hb) (sub_pos.2 key)
  linarith

/-- The gap function is strictly convex in the field for every strength of the linear term. -/
theorem strictConvexOn_gap (e : ℝ) : StrictConvexOn ℝ univ (gap e) := by
  refine ⟨convex_univ, fun x _ y _ hxy a b ha hb hab => ?_⟩
  have h1 := (strictConvexOn_brRoot (m := 1) (by norm_num)).2
    (mem_univ x) (mem_univ y) hxy ha hb hab
  have h2 := (strictConvexOn_brRoot (m := -1) (by norm_num)).2
    (mem_univ x) (mem_univ y) hxy ha hb hab
  simp only [smul_eq_mul, gap] at h1 h2 ⊢
  linarith

/-- Without the nuclear Zeeman term the gap function has its strict global minimum at zero
field. -/
theorem magic_point_zero {x : ℝ} (hx : x ≠ 0) : gap 0 0 < gap 0 x := by
  have h0 : gap 0 0 = 2 := by norm_num [gap, brRoot]
  have h1 := (brRoot_bounds (m := 1) (by norm_num) x).2 hx
  have h2 := (brRoot_bounds (m := -1) (by norm_num) x).2 hx
  rw [h0]
  unfold gap
  linarith

/-- For `0 < e < 2` the gap function is strictly convex and has its strict global minimum at a
positive field. -/
theorem magic_point {e : ℝ} (he : 0 < e) (he2 : e < 2) :
    StrictConvexOn ℝ univ (gap e) ∧ ∃ x₀, 0 < x₀ ∧ ∀ x, x ≠ x₀ → gap e x₀ < gap e x := by
  refine ⟨strictConvexOn_gap e, ?_⟩
  have h0 : gap e 0 = 2 := by norm_num [gap, brRoot]
  have hc : Continuous (gap e) := by
    change Continuous (fun x : ℝ => √(1 + 1 * x + x ^ 2) + √(1 + (-1) * x + x ^ 2) - e * x)
    fun_prop
  have hd : 0 < 2 - e := by linarith
  have hM : 0 < 2 / (2 - e) := by positivity
  obtain ⟨x₀, hx₀, hmin⟩ := isCompact_Icc.exists_isMinOn
    (nonempty_Icc.2 hM.le) hc.continuousOn
  have hle0 : gap e x₀ ≤ gap e 0 := hmin (left_mem_Icc.2 hM.le)
  -- outside the compact interval the gap exceeds its zero-field value
  have hglob : ∀ x, gap e x₀ ≤ gap e x := by
    intro x
    rcases lt_or_ge x 0 with hx | hx
    · have h := magic_point_zero hx.ne
      have h00 : gap 0 0 = 2 := by norm_num [gap, brRoot]
      have hex : e * x < 0 := mul_neg_of_pos_of_neg he hx
      have hg : gap e x = gap 0 x - e * x := by unfold gap; ring
      linarith
    · rcases le_or_gt x (2 / (2 - e)) with hxM | hxM
      · exact hmin ⟨hx, hxM⟩
      · have h1 := (brRoot_bounds (m := 1) (by norm_num) x).1
        have h2 := (brRoot_bounds (m := -1) (by norm_num) x).1
        have h3 := (div_lt_iff₀ hd).1 hxM
        have hg : gap e x = brRoot 1 x + brRoot (-1) x - e * x := rfl
        linarith
  -- at the field `e / 2` the gap is below its zero-field value 2
  have hlow : gap e (e / 2) < 2 := by
    have h1 := brRoot_sq (m := 1) (by norm_num) (e / 2)
    have h2 := brRoot_sq (m := -1) (by norm_num) (e / 2)
    have hpos : 0 < e ^ 2 := by positivity
    unfold gap
    nlinarith [sq_nonneg (brRoot 1 (e / 2) - 1), sq_nonneg (brRoot (-1) (e / 2) - 1)]
  have hne : x₀ ≠ 0 := by
    intro h
    have := hglob (e / 2)
    rw [h, h0] at this
    linarith
  refine ⟨x₀, lt_of_le_of_ne hx₀.1 hne.symm, fun x hx => ?_⟩
  -- two minimizers would have a lower midpoint
  by_contra hcon
  have hmid := (strictConvexOn_gap e).2 (mem_univ x) (mem_univ x₀) hx
    (by norm_num : (0 : ℝ) < 1 / 2) (by norm_num : (0 : ℝ) < 1 / 2) (by norm_num)
  have hm := hglob ((1 / 2 : ℝ) • x + (1 / 2 : ℝ) • x₀)
  simp only [smul_eq_mul] at hmid hm
  linarith [not_lt.1 hcon]

/-- For `e > 0` the gap function attains a global minimum exactly when `e < 2`. -/
theorem magic_point_exists_iff {e : ℝ} (he : 0 < e) :
    (∃ x₀, ∀ x, gap e x₀ ≤ gap e x) ↔ e < 2 := by
  constructor
  · rintro ⟨x₀, h⟩
    by_contra hcon
    -- a unit step in the field raises each root by less than one
    have step : ∀ m : ℝ, m ^ 2 < 4 → brRoot m (x₀ + 1) < brRoot m x₀ + 1 := by
      intro m hm
      have hp : 0 ≤ brRoot m x₀ := Real.sqrt_nonneg _
      refine (le_abs_self _).trans_lt (abs_lt_of_sq_lt_sq ?_ (by linarith))
      rw [brRoot_sq hm]
      nlinarith [brRoot_sq hm x₀, (brRoot_bounds hm x₀).1]
    have h1 := step 1 (by norm_num)
    have h2 := step (-1) (by norm_num)
    have h3 := h (x₀ + 1)
    unfold gap at h3
    linarith [not_lt.1 hcon]
  · intro he2
    obtain ⟨-, x₀, -, h⟩ := magic_point he he2
    refine ⟨x₀, fun x => ?_⟩
    by_cases hx : x = x₀
    · rw [hx]
    · exact (h x hx).le

/-- For a nuclear Zeeman ratio `-1/2 < γ < 0` the energy of the transition from `F = 1, m = -1`
to `F = 2, m = 1` has its strict global minimum at a positive field. -/
theorem transition_magic_field {γ : ℝ} (h1 : -1 / 2 < γ) (h2 : γ < 0) :
    ∃ x₀, 0 < x₀ ∧ ∀ x, x ≠ x₀ → transition γ x₀ < transition γ x := by
  obtain ⟨-, x₀, hpos, h⟩ := magic_point (e := -4 * γ) (by linarith) (by linarith)
  refine ⟨x₀, hpos, fun x hx => ?_⟩
  rw [transition_eq, transition_eq]
  linarith [h x hx]

end

end RubidiumMagicField
```

```lean
#print axioms RubidiumMagicField.breit_rabi
-- 'RubidiumMagicField.breit_rabi' depends on axioms: [propext, Classical.choice, Quot.sound]
#print axioms RubidiumMagicField.magic_point_exists_iff
-- 'RubidiumMagicField.magic_point_exists_iff' depends on axioms: [propext, Classical.choice, Quot.sound]
#print axioms RubidiumMagicField.transition_magic_field
-- 'RubidiumMagicField.transition_magic_field' depends on axioms: [propext, Classical.choice, Quot.sound]
```

## How the proof follows the derivation

`brRoot_sq` removes the square root once the radicand is known to be non-negative, which follows from the square of \(x+m/2\). `brRoot_bounds` contains the two linear lower bounds. Each is reduced by `Real.lt_sqrt_of_sq_lt` to a comparison of squares, which `nlinarith` closes.

In `breit_rabi` the determinant is written out and shown to equal the product of \(E\) minus the upper level and \(E\) minus the lower level. The `linear_combination` step uses two facts, the squares of \(\sqrt{4-m^2}\) and of \(R_m\). A product vanishes exactly when a factor does, which gives the two levels. `transition_eq` is the algebra behind \(e=-4\gamma\).

`strictConvexOn_brRoot` replaces \(b\) by \(1-a\) and then proves `key`, the inequality \(B_m<R_m(x)R_m(y)\). The identity for the difference of squares is `hid`, and `hpos` is the positivity of its right side up to the factor 2. The lemma `abs_lt_of_sq_lt_sq` passes from squares back to the quantities themselves, both here and in `key`. `strictConvexOn_gap` adds the two instances by `linarith`.

Within `magic_point`, the compact-interval minimizer comes from `isCompact_Icc.exists_isMinOn`. The statement `hglob` extends it to the whole line by the three cases \(x<0\), \(x\) in the interval, and \(x\) beyond it. The first case calls `magic_point_zero`, and the last calls the asymptotic bounds. The trial field \(e/2\) appears in `hlow`, where the squares \((R_{\pm1}-1)^2\) are handed to `nlinarith`. The final lines assume a competing minimizer and apply strict convexity with both weights equal to \(1/2\).

For `magic_point_exists_iff`, the local fact `step` is the unit-step inequality for one root. Used for \(m=1\) and \(m=-1\), it contradicts any supposed minimizer when \(e\ge2\); the converse direction quotes `magic_point`. Finally, `transition_magic_field` sets \(e=-4\gamma\), checks that \(-\tfrac12<\gamma<0\) gives \(0<e<2\), and halves the resulting inequality.
